# A uniform field above the upper critical value leaves no bulk Ginzburg–Landau order parameter

A trial order parameter can show that superconductivity nucleates at a given field, but it can't show that nucleation fails at a higher one. Without a lower bound on the kinetic energy, a better trial function might always move the transition upwards. The problems below derive such a bound for a fixed uniform field and test whether it is sharp.

## Kinetic momenta in a uniform field

Let $V$ be a complex inner-product space, with the inner product linear in its second slot. It need not be complete. The kinetic momenta are $P_j=-i\hbar\partial_j-qA_j$, where $q$ is the pair charge and $\mathbf A$ the vector potential, taken linear in position. For a localised order parameter in an unbounded sample, let $V$ be the smooth, rapidly decreasing functions. For a vortex lattice, let $V$ be the smooth functions that are periodic up to the gauge transformation relating $\mathbf A$ in neighbouring cells, with the inner product taken over one cell. The kinetic momenta map each of these spaces into itself and are symmetric there.

In Lean 4 with Mathlib:

```lean
import Mathlib

noncomputable section

namespace UpperCriticalField

variable {V : Type*} [NormedAddCommGroup V] [InnerProductSpace ℂ V]
```

`KineticMomenta Px Py B` says that $P_x,P_y$ are symmetric and $[P_x,P_y]=iB$. The real number $B$ stands for $\hbar qB_z$, with $B_z$ the magnetic field, so its sign includes that of the charge. The field is prescribed; screening currents don't alter it. Kinetic energy below means $\|P_x\psi\|^2+\|P_y\psi\|^2$, the part from motion across the field, without the factor $1/(2m)$, where $m$ is the pair mass.

```lean
/-- Kinetic momenta across a uniform field `B`, in scaled units: two symmetric operators
with commutator `[Px, Py] = iB`. -/
structure KineticMomenta (Px Py : V →ₗ[ℂ] V) (B : ℝ) : Prop where
  symm_x : Px.IsSymmetric
  symm_y : Py.IsSymmetric
  comm : ∀ ψ, Px (Py ψ) - Py (Px ψ) = (Complex.I * (B : ℂ)) • ψ
```

## (a) The norm of the lowered state

**Task.** Show that, for every $\psi\in V$,
$$\|(P_x+iP_y)\psi\|^2=\|P_x\psi\|^2+\|P_y\psi\|^2-B\|\psi\|^2 .$$

**Solution.** By symmetry,
$$\langle P_x\psi,P_y\psi\rangle-\langle P_y\psi,P_x\psi\rangle=\langle\psi,[P_x,P_y]\psi\rangle=iB\|\psi\|^2 .$$
The left side is $2i\,\mathrm{Im}\langle P_x\psi,P_y\psi\rangle$. Expanding the square gives the cross term $2\,\mathrm{Re}(i\langle P_x\psi,P_y\psi\rangle)=-2\,\mathrm{Im}\langle P_x\psi,P_y\psi\rangle=-B\|\psi\|^2$.

In the code, `e1` is the commutator identity, `e2` its imaginary part and `e3` the expanded square; `linarith` combines them.

```lean
/-- The squared norm of `(Px + iPy)ψ` is the kinetic energy of `ψ` minus `B‖ψ‖²`. -/
theorem norm_sq_lowered {Px Py : V →ₗ[ℂ] V} {B : ℝ} (h : KineticMomenta Px Py B) (ψ : V) :
    ‖Px ψ + Complex.I • Py ψ‖ ^ 2 = ‖Px ψ‖ ^ 2 + ‖Py ψ‖ ^ 2 - B * ‖ψ‖ ^ 2 := by
  have hn : inner ℂ ψ ψ = ((‖ψ‖ ^ 2 : ℝ) : ℂ) :=
    (inner_self_eq_norm_sq_to_K ψ).trans (Complex.ofReal_pow ‖ψ‖ 2).symm
  -- the commutator fixes the imaginary part of the cross term
  have e1 : inner ℂ (Px ψ) (Py ψ) - inner ℂ (Py ψ) (Px ψ)
      = Complex.I * ((B * ‖ψ‖ ^ 2 : ℝ) : ℂ) := by
    rw [h.symm_x ψ (Py ψ), h.symm_y ψ (Px ψ), ← inner_sub_right, h.comm,
      inner_smul_right, hn, Complex.ofReal_mul, mul_assoc]
  rw [← inner_conj_symm (Py ψ) (Px ψ)] at e1
  have e2 := congrArg Complex.im e1
  simp only [Complex.sub_im, Complex.conj_im, Complex.I_mul_im, Complex.ofReal_re] at e2
  have e3 := norm_add_sq (𝕜 := ℂ) (Px ψ) (Complex.I • Py ψ)
  have hr : RCLike.re (Complex.I * inner ℂ (Px ψ) (Py ψ))
      = -(inner ℂ (Px ψ) (Py ψ)).im := by simp
  rw [inner_smul_right, norm_smul, Complex.norm_I, one_mul, hr] at e3
  linarith
```

## (b) A bound for either field direction

**Task.** Show that
$$\|P_x\psi\|^2+\|P_y\psi\|^2\ge |B|\,\|\psi\|^2 .$$

**Solution.** The left side of (a) is non-negative, which gives the bound with $B$. Exchanging $P_x$ and $P_y$ changes the commutator to $-iB$, so (a) also gives the bound with $-B$. One of the two numbers is $|B|$.

The exchanged pair is `h'`, and `abs_choice` selects the sign.

```lean
/-- The kinetic energy in a uniform field is at least `|B|‖ψ‖²`, for either field direction. -/
theorem kinetic_energy_ge {Px Py : V →ₗ[ℂ] V} {B : ℝ} (h : KineticMomenta Px Py B) (ψ : V) :
    |B| * ‖ψ‖ ^ 2 ≤ ‖Px ψ‖ ^ 2 + ‖Py ψ‖ ^ 2 := by
  -- exchanging the two momenta reverses the field
  have h' : KineticMomenta Py Px (-B) := ⟨h.symm_y, h.symm_x, fun φ => by
    rw [← neg_sub, h.comm, Complex.ofReal_neg]
    module⟩
  have e := norm_sq_lowered h ψ
  have e' := norm_sq_lowered h' ψ
  have p := sq_nonneg ‖Px ψ + Complex.I • Py ψ‖
  have p' := sq_nonneg ‖Py ψ + Complex.I • Px ψ‖
  rcases abs_choice B with hB | hB <;> rw [hB] <;> linarith
```

## (c) States of least kinetic energy

**Task.** Show that
$$\|P_x\psi\|^2+\|P_y\psi\|^2=B\|\psi\|^2\iff(P_x+iP_y)\psi=0 .$$

**Solution.** By (a), the difference of the two energies is $\|(P_x+iP_y)\psi\|^2$, which vanishes exactly when the vector does. For $B\ge0$, (b) shows that these states have the least kinetic energy for their norm. For $B<0$ only $\psi=0$ satisfies either side, and the states that reach the bound $|B|\,\|\psi\|^2$ are those with $(P_x-iP_y)\psi=0$. The two branches after `constructor` are the two directions.

```lean
/-- The kinetic energy equals `B‖ψ‖²` exactly when `(Px + iPy)ψ = 0`. -/
theorem kinetic_energy_eq_iff {Px Py : V →ₗ[ℂ] V} {B : ℝ} (h : KineticMomenta Px Py B)
    (ψ : V) :
    ‖Px ψ‖ ^ 2 + ‖Py ψ‖ ^ 2 = B * ‖ψ‖ ^ 2 ↔ Px ψ + Complex.I • Py ψ = 0 := by
  have e := norm_sq_lowered h ψ
  constructor
  · intro he
    have h0 : ‖Px ψ + Complex.I • Py ψ‖ ^ 2 = 0 := by linarith
    exact norm_eq_zero.mp ((pow_eq_zero_iff two_ne_zero).mp h0)
  · intro he
    rw [he, norm_zero] at e
    linarith
```

## (d) The expectation value of a squared momentum

**Task.** For symmetric $T$, show that $\mathrm{Re}\langle\psi,T^2\psi\rangle=\|T\psi\|^2$.

**Solution.** Move one $T$ to the left: $\langle\psi,T(T\psi)\rangle=\langle T\psi,T\psi\rangle=\|T\psi\|^2$. The rewrite with `hT` is this move. For $\|\psi\|=1$ the result is the expectation value of $T^2$; for any other nonzero $\psi$ it is that value times $\|\psi\|^2$.

```lean
/-- The expectation value of the square of a symmetric operator `T` is `‖Tψ‖²`. -/
theorem expectation_sq {T : V →ₗ[ℂ] V} (hT : T.IsSymmetric) (ψ : V) :
    (inner ℂ ψ (T (T ψ))).re = ‖T ψ‖ ^ 2 := by
  rw [← hT ψ (T ψ)]
  exact inner_self_eq_norm_sq (𝕜 := ℂ) (T ψ)
```

## (e) The nonlinear Ginzburg–Landau equation

**Task.** Let $P_z$ be symmetric, $a$ real, and $N\in V$ with $\mathrm{Re}\langle\psi,N\rangle\ge0$. Show that
$$(P_x^2+P_y^2+P_z^2)\psi+N=a\psi,\quad a<|B|\quad\Longrightarrow\quad\psi=0 .$$

Here $a=\hbar^2/\xi^2$ below the zero-field transition, with $\xi$ the coherence length, so the condition reads $|B_z|>\hbar/(|q|\xi^2)$. The vector $N$ stands for a positive multiple of $|\psi|^2\psi$, whose pairing with $\psi$ is a positive multiple of $\int|\psi|^4$. This sign expresses the repulsive quartic term that stabilises the free energy.

**Solution.** Pair the equation with $\psi$, take real parts and use (d):
$$\|P_x\psi\|^2+\|P_y\psi\|^2+\|P_z\psi\|^2+\mathrm{Re}\langle\psi,N\rangle=a\|\psi\|^2 .$$
By (b) the left side is at least $|B|\|\psi\|^2$. Hence $(|B|-a)\|\psi\|^2\le0$, and $\psi=0$.

The paired equation is `e`. The code assumes $\psi\ne0$, and `nlinarith` finds the contradiction.

```lean
/-- Upper critical field: if `a < |B|`, the Ginzburg-Landau equation
`(Px² + Py² + Pz²)ψ + N = aψ` with symmetric `Pz` and a nonlinear term `N` satisfying
`Re⟨ψ, N⟩ ≥ 0` forces the order parameter `ψ` to vanish. -/
theorem order_parameter_eq_zero {Px Py Pz : V →ₗ[ℂ] V} {B a : ℝ}
    (h : KineticMomenta Px Py B) (hz : Pz.IsSymmetric) (ha : a < |B|) {ψ N : V}
    (hN : 0 ≤ (inner ℂ ψ N).re)
    (hGL : Px (Px ψ) + Py (Py ψ) + Pz (Pz ψ) + N = (a : ℂ) • ψ) : ψ = 0 := by
  -- pair the equation with the order parameter
  have e := congrArg (fun v => (inner ℂ ψ v).re) hGL
  have hn : (inner ℂ ψ ψ).re = ‖ψ‖ ^ 2 := inner_self_eq_norm_sq (𝕜 := ℂ) ψ
  simp only [inner_add_right, Complex.add_re, inner_smul_right, Complex.re_ofReal_mul,
    expectation_sq h.symm_x, expectation_sq h.symm_y, expectation_sq hz, hn] at e
  by_contra hψ
  have hp : 0 < ‖ψ‖ ^ 2 := pow_pos (norm_pos_iff.mpr hψ) 2
  nlinarith [kinetic_energy_ge h ψ, mul_pos (sub_pos.mpr ha) hp, sq_nonneg ‖Pz ψ‖]
```

If a simulation solves this equation for a frozen uniform field, with the gauge-periodic boundary conditions described above, a nonzero order parameter in this regime is therefore a numerical artefact, for example of discretisation or incomplete convergence. At a surface with an insulator, $\psi$ need not vanish and the normal momentum is not symmetric, so (e) doesn't exclude surface superconductivity. Nor does (e) apply to a field that the sample screens: in a type-I superconductor, the Meissner state can survive an applied field above $\hbar/(|q|\xi^2)$.

## (f) The linearised planar equation

**Task.** Show that $(P_x^2+P_y^2)\psi=a\psi$ with $a<|B|$ has only the solution $\psi=0$.

**Solution.** Put $P_z=0$ and $N=0$ in (e). The code passes these two values as named arguments.

```lean
/-- The linearised planar equation `(Px² + Py²)ψ = aψ` has only the solution `ψ = 0`
when `a < |B|`. -/
theorem linearised_eq_zero {Px Py : V →ₗ[ℂ] V} {B a : ℝ} (h : KineticMomenta Px Py B)
    (ha : a < |B|) {ψ : V} (hGL : Px (Px ψ) + Py (Py ψ) = (a : ℂ) • ψ) : ψ = 0 :=
  order_parameter_eq_zero (Pz := 0) (N := 0) h (fun x y => by simp) ha (by simp)
    (by simpa using hGL)
```

## (g) Solutions at the threshold

**Task.** Show that
$$(P_x^2+P_y^2)\psi=B\psi\iff(P_x+iP_y)\psi=0 .$$

**Solution.** From left to right, pairing with $\psi$ gives the equality of energies in (c). From right to left, use
$$(P_x-iP_y)(P_x+iP_y)=P_x^2+P_y^2+i[P_x,P_y]=P_x^2+P_y^2-B .$$

For $B\ge0$, the value $a=B$ is the threshold of (f); for $B<0$, both sides hold only for $\psi=0$. In the second branch, `e` is the factorised product applied to $\psi$ and `c` is $i$ times the commutator relation.

```lean
/-- At `a = B` the solutions of the linearised planar equation are exactly the states
with `(Px + iPy)ψ = 0`. -/
theorem nucleation_iff {Px Py : V →ₗ[ℂ] V} {B : ℝ} (h : KineticMomenta Px Py B) (ψ : V) :
    Px (Px ψ) + Py (Py ψ) = (B : ℂ) • ψ ↔ Px ψ + Complex.I • Py ψ = 0 := by
  constructor
  · intro hGL
    have e := congrArg (fun v => (inner ℂ ψ v).re) hGL
    have hn : (inner ℂ ψ ψ).re = ‖ψ‖ ^ 2 := inner_self_eq_norm_sq (𝕜 := ℂ) ψ
    simp only [inner_add_right, Complex.add_re, inner_smul_right, Complex.re_ofReal_mul,
      expectation_sq h.symm_x, expectation_sq h.symm_y, hn] at e
    exact (kinetic_energy_eq_iff h ψ).mp e
  · intro h0
    have hI : ∀ v : V, Complex.I • Complex.I • v = -v := fun v => by
      rw [smul_smul, Complex.I_mul_I, neg_one_smul]
    -- apply Px - iPy and use the commutator
    have e := congrArg (fun v => Px v - Complex.I • Py v) h0
    simp only [map_add, map_smul, smul_add, hI, map_zero, smul_zero, sub_zero] at e
    have c := congrArg (fun v => Complex.I • v) (h.comm ψ)
    simp only [mul_smul, hI] at c
    linear_combination (norm := module) e - c
```

### Applying a map to both sides with `congrArg`

The tactics `linarith` and `nlinarith` compare numbers, whereas the Ginzburg–Landau equation equates vectors. `congrArg` bridges the gap: from $u=v$ and a function $f$ it produces $f(u)=f(v)$. In (e), $f$ is $\mathrm{Re}\langle\psi,\cdot\rangle$, and `simp only` then expands the result into squared norms. In (a), $f$ is the imaginary part; in the second half of (g), it is $P_x-iP_y$.

### Anisotropic masses

If the pair has masses $m_x,m_y>0$ along the two axes, put $\alpha=m/m_x$ and $\beta=m/m_y$, with $m$ now a reference mass. The operators $\sqrt\alpha P_x$ and $\sqrt\beta P_y$ have commutator $i\sqrt{\alpha\beta}\,B$. The argument of (b) then gives
$$\alpha\|P_x\psi\|^2+\beta\|P_y\psi\|^2\ge\sqrt{\alpha\beta}\,|B|\,\|\psi\|^2,$$
which moves the threshold to $\sqrt{\alpha\beta}\,|B|$. No new proof is needed, since the theorems hold for any pair satisfying `KineticMomenta`, including these rescaled momenta.

## Ladder operators on finite combinations

An explicit example uses the standard basis states $e_n$, $n=0,1,2,\dots$, of the square-summable sequences. `LevelSpace` contains their finite linear combinations, and `level n` is $e_n$.

```lean
/-- The standard orthonormal basis of the space of square-summable sequences. -/
def numberState : HilbertBasis ℕ ℂ (lp (fun _ : ℕ => ℂ) 2) :=
  HilbertBasis.ofRepr (LinearIsometryEquiv.refl ℂ _)

/-- Finite linear combinations of the standard basis states. -/
abbrev LevelSpace : Type := ↥(Submodule.span ℂ (Set.range numberState))

/-- The standard basis states as a basis of their finite combinations. -/
def level : Module.Basis ℕ ℂ LevelSpace :=
  Module.Basis.span numberState.orthonormal.linearIndependent
```

The lowering operator $L$ and raising operator $R$ act by $Le_n=\sqrt n\,e_{n-1}$, with $Le_0=0$, and $Re_n=\sqrt{n+1}\,e_{n+1}$.

```lean
/-- The ladder amplitude `√n`. -/
def amp (n : ℕ) : ℂ := ((Real.sqrt (n : ℝ) : ℝ) : ℂ)

/-- The lowering operator: state `n` goes to `√n` times state `n - 1`, and state `0` to zero. -/
def lower : LevelSpace →ₗ[ℂ] LevelSpace := level.constr ℂ fun n => amp n • level (n - 1)

/-- The raising operator: state `n` goes to `√(n+1)` times state `n + 1`. -/
def raise : LevelSpace →ₗ[ℂ] LevelSpace := level.constr ℂ fun n => amp (n + 1) • level (n + 1)
```

For $B\ge0$, set $P_x=\sqrt{B/2}\,(L+R)$ and $P_y=-i\sqrt{B/2}\,(L-R)$.

```lean
/-- The momentum `√(B/2)` times the sum of lowering and raising operator, for `B ≥ 0`. -/
def levelPx (B : ℝ) : LevelSpace →ₗ[ℂ] LevelSpace :=
  ((Real.sqrt (B / 2) : ℝ) : ℂ) • (lower + raise)

/-- The momentum `-i√(B/2)` times lowering minus raising operator, for `B ≥ 0`. -/
def levelPy (B : ℝ) : LevelSpace →ₗ[ℂ] LevelSpace :=
  (-(Complex.I * ((Real.sqrt (B / 2) : ℝ) : ℂ))) • (lower - raise)
```

## (h) Raising as the adjoint of lowering

**Task.** Show that $\langle Lx,y\rangle=\langle x,Ry\rangle$ for all $x,y$ in `LevelSpace`.

**Solution.** On basis states, both $\langle Le_n,e_m\rangle$ and $\langle e_n,Re_m\rangle$ equal $\sqrt{m+1}$ if $n=m+1$ and vanish otherwise. Linearity does the rest, through one `Submodule.span_induction` for each slot.

```lean
/-- The raising operator is the adjoint of the lowering operator. -/
theorem lower_adjoint (x y : LevelSpace) : inner ℂ (lower x) y = inner ℂ x (raise y) := by
  have hO : ∀ n m, inner ℂ (level n) (level m) = if n = m then (1 : ℂ) else 0 := by
    intro n m
    have hc : ∀ k, (level k : lp (fun _ : ℕ => ℂ) 2) = numberState k :=
      fun k => congrArg Subtype.val
        (Module.Basis.span_apply numberState.orthonormal.linearIndependent k)
    rw [Submodule.coe_inner, hc, hc]
    exact orthonormal_iff_ite.mp numberState.orthonormal n m
  have hL : ∀ n, lower (level n) = amp n • level (n - 1) := fun n => level.constr_basis ℂ _ n
  have hR : ∀ n, raise (level n) = amp (n + 1) • level (n + 1) :=
    fun n => level.constr_basis ℂ _ n
  -- check on basis states, then extend by linearity in both slots
  induction level.mem_span x using Submodule.span_induction with
  | zero => simp
  | add u v _ _ hu hv => rw [map_add, inner_add_left, inner_add_left, hu, hv]
  | smul c u _ hu =>
    rw [map_smul]
    exact (inner_smul_left (lower u) y c).trans
      ((congrArg (fun z => starRingEnd ℂ c * z) hu).trans (inner_smul_left u (raise y) c).symm)
  | mem u hu =>
    obtain ⟨n, rfl⟩ := hu
    induction level.mem_span y using Submodule.span_induction with
    | zero => simp
    | add u v _ _ hu hv => rw [map_add, inner_add_right, inner_add_right, hu, hv]
    | smul c u _ hu =>
      rw [map_smul]
      exact (inner_smul_right (lower (level n)) u c).trans
        ((congrArg (fun z => c * z) hu).trans (inner_smul_right (level n) (raise u) c).symm)
    | mem v hv =>
      obtain ⟨m, rfl⟩ := hv
      have h1 : inner ℂ (amp n • level (n - 1)) (level m)
          = starRingEnd ℂ (amp n) * (if n - 1 = m then (1 : ℂ) else 0) :=
        (inner_smul_left (level (n - 1)) (level m) (amp n)).trans
          (congrArg (fun z => starRingEnd ℂ (amp n) * z) (hO (n - 1) m))
      have h2 : inner ℂ (level n) (amp (m + 1) • level (m + 1))
          = amp (m + 1) * (if n = m + 1 then (1 : ℂ) else 0) :=
        (inner_smul_right (level n) (level (m + 1)) (amp (m + 1))).trans
          (congrArg (fun z => amp (m + 1) * z) (hO n (m + 1)))
      rw [hL, hR]
      refine h1.trans (Eq.trans ?_ h2.symm)
      rcases n with _ | n
      · simp [amp]
      · by_cases hnm : n = m <;> simp [hnm, amp]
```

## (i) The ladder momenta satisfy the hypotheses

**Task.** For $B\ge0$, show that these $P_x,P_y$ are symmetric and $[P_x,P_y]=iB$.

**Solution.** By (h), $L+R$ is symmetric and $L-R$ changes sign under the adjoint, which the factor $-i$ compensates. On $e_n$, $LR-RL$ gives $(n+1)-n=1$. Therefore
$$[P_x,P_y]=-\tfrac{iB}{2}[L+R,L-R]=iB[L,R]=iB .$$

The unit commutator is `hc`, checked on basis states by `level.ext`.

```lean
/-- For `B ≥ 0` the ladder-operator momenta are symmetric and have commutator `iB`. -/
theorem kineticMomenta_witness {B : ℝ} (hB : 0 ≤ B) :
    KineticMomenta (levelPx B) (levelPy B) B := by
  have adj' : ∀ x y, inner ℂ (raise x) y = inner ℂ x (lower y) := fun x y =>
    (inner_conj_symm (raise x) y).symm.trans
      ((congrArg (starRingEnd ℂ) (lower_adjoint y x).symm).trans (inner_conj_symm x (lower y)))
  refine ⟨fun x y => ?_, fun x y => ?_, fun x => ?_⟩
  · simp only [levelPx, LinearMap.smul_apply, LinearMap.add_apply, inner_smul_left,
      inner_smul_right, inner_add_left, inner_add_right, lower_adjoint, adj',
      Complex.conj_ofReal]
    ring
  · simp only [levelPy, LinearMap.smul_apply, LinearMap.sub_apply, inner_smul_left,
      inner_smul_right, inner_sub_left, inner_sub_right, lower_adjoint, adj',
      map_neg, map_mul, Complex.conj_I, Complex.conj_ofReal]
    ring
  · have hL : ∀ n, lower (level n) = amp n • level (n - 1) :=
      fun n => level.constr_basis ℂ _ n
    have hR : ∀ n, raise (level n) = amp (n + 1) • level (n + 1) :=
      fun n => level.constr_basis ℂ _ n
    have hs : ∀ k, amp k * amp k = (k : ℂ) := fun k => by
      rw [amp, ← Complex.ofReal_mul, Real.mul_self_sqrt k.cast_nonneg, Complex.ofReal_natCast]
    -- the ladder operators have unit commutator
    have hc : lower ∘ₗ raise - raise ∘ₗ lower = LinearMap.id := level.ext fun n => by
      rw [LinearMap.sub_apply, LinearMap.comp_apply, LinearMap.comp_apply, LinearMap.id_apply,
        hR, hL, map_smul, map_smul, hL, hR, smul_smul, smul_smul, Nat.add_sub_cancel, hs]
      rcases n with _ | n
      · simp [amp]
      · rw [Nat.add_sub_cancel, hs]
        push_cast
        module
    have hx : lower (raise x) - raise (lower x) = x := LinearMap.congr_fun hc x
    have hB2 : (B : ℂ) = 2 * (((Real.sqrt (B / 2) : ℝ) : ℂ) * ((Real.sqrt (B / 2) : ℝ) : ℂ)) := by
      rw [← Complex.ofReal_mul, Real.mul_self_sqrt (by positivity)]
      push_cast
      ring
    simp only [levelPx, levelPy, LinearMap.smul_apply, LinearMap.add_apply,
      LinearMap.sub_apply, map_smul, map_add, map_sub]
    rw [hB2]
    linear_combination (norm := module) (2 * Complex.I * ((Real.sqrt (B / 2) : ℝ) : ℂ)
      * ((Real.sqrt (B / 2) : ℝ) : ℂ)) • hx
```

## (j) A nonzero solution at the threshold

**Task.** For $B\ge0$, show that $e_0\ne0$ and $(P_x^2+P_y^2)e_0=Be_0$.

**Solution.** A basis vector is nonzero. Since $P_x+iP_y=\sqrt{2B}\,L$ and $Le_0=0$, the equation follows from (g). The condition $a<|B|$ in (f) thus can't be relaxed to $a\le|B|$. In the plane, with $\mathbf A=\tfrac12B_z(-y,x)$ and $B>0$, the Gaussian $e^{-B(x^2+y^2)/(4\hbar^2)}$ is also annihilated by $P_x+iP_y$, so by (g) it is a solution at the threshold.

```lean
/-- The threshold is sharp: for `B ≥ 0` and the ladder-operator momenta, state `0` is a
nonzero solution of the linearised planar equation at `a = B`. -/
theorem threshold_attained {B : ℝ} (hB : 0 ≤ B) :
    level 0 ≠ 0 ∧ levelPx B (levelPx B (level 0)) + levelPy B (levelPy B (level 0))
      = (B : ℂ) • level 0 := by
  refine ⟨level.ne_zero 0, (nucleation_iff (kineticMomenta_witness hB) _).mpr ?_⟩
  have hL : lower (level 0) = 0 := (level.constr_basis ℂ _ 0).trans (by simp [amp])
  have hI : Complex.I * -(Complex.I * ((Real.sqrt (B / 2) : ℝ) : ℂ))
      = ((Real.sqrt (B / 2) : ℝ) : ℂ) := by
    linear_combination (-((Real.sqrt (B / 2) : ℝ) : ℂ)) * Complex.I_mul_I
  simp only [levelPx, levelPy, LinearMap.smul_apply, LinearMap.add_apply,
    LinearMap.sub_apply, hL]
  rw [smul_smul, hI]
  module

end UpperCriticalField
```

```lean
#print axioms UpperCriticalField.order_parameter_eq_zero
#print axioms UpperCriticalField.linearised_eq_zero
#print axioms UpperCriticalField.threshold_attained
```

```
'UpperCriticalField.order_parameter_eq_zero' depends on axioms: [propext, Classical.choice, Quot.sound]
'UpperCriticalField.linearised_eq_zero' depends on axioms: [propext, Classical.choice, Quot.sound]
'UpperCriticalField.threshold_attained' depends on axioms: [propext, Classical.choice, Quot.sound]
```
